# The real part of the spin-mixing conductance is at least the mean of the two spin conductances

A normal lead with $N$ channels meets a magnetic scatterer that conserves spin along its magnetisation. Electrons of spin direction $a = 1, 2$ are reflected back into the lead with an $N \times N$ complex matrix $r_a$, whose amplitudes are taken between channels normalised to unit flux. With $^H$ for the conjugate transpose, define

$$g_{ab} = \mathrm{Tr}(1 - r_a r_b^H)$$

in units of $e^2/h$. The diagonal elements $g_{11}$ and $g_{22}$ are the spin conductances, and $g_{12}$ is the spin-mixing conductance.

```lean
import Mathlib

open Matrix ComplexConjugate

namespace SpinMixingConductance

noncomputable section

variable {n m : Type*} [Fintype n] [DecidableEq n] [Fintype m]
```

The finite type `n` labels the channels of the normal lead, so $N$ is `Fintype.card n`. The finite type `m` labels channels on the far side of the scatterer.

```lean
/-- The conductance `g_ab = Tr(1 - r_a r_b^H)`, in units of the conductance quantum, built from
the reflection matrices of two spin directions. -/
def conductance (ra rb : Matrix n n ℂ) : ℂ := trace (1 - ra * rbᴴ)
```

This is $g_{ab}$ as a complex number. The conductance quantum in the comment is $e^2/h$, the value for one spin direction. The second argument carries the conjugate, which fixes the sign of $\mathrm{Im}\,g_{12}$. The matrices are arbitrary: unitarity is not built in.

```lean
/-- The sum of the squared moduli of all amplitudes in a block of the scattering matrix. -/
def totalProbability (A : Matrix n m ℂ) : ℝ := ∑ i, ∑ j, ‖A i j‖ ^ 2
```

For a block $A$ of amplitudes, this real number is $P(A) = \sum_{ij} |A_{ij}|^2$.

```lean
omit [DecidableEq n] in
/-- The trace `Tr(A A^H)` is the sum of the squared moduli of the amplitudes in `A`. -/
theorem trace_mul_conjTranspose_eq (A : Matrix n m ℂ) :
    trace (A * Aᴴ) = (totalProbability A : ℂ) := by
  unfold totalProbability
  simp only [Matrix.trace, Matrix.diag_apply, Matrix.mul_apply, Matrix.conjTranspose_apply]
  rw [Complex.ofReal_sum]
  refine Finset.sum_congr rfl fun i _ => ?_
  rw [Complex.ofReal_sum]
  refine Finset.sum_congr rfl fun j _ => ?_
  rw [← starRingEnd_apply, Complex.mul_conj, Complex.normSq_eq_norm_sq]
```

The statement is $\mathrm{Tr}(AA^H) = P(A)$. By hand, $(AA^H)_{ii} = \sum_j A_{ij}\overline{A_{ij}} = \sum_j |A_{ij}|^2$, and summing over $i$ gives the result. The proof matches the two sums term by term.

```lean
omit [DecidableEq n] in
/-- The summed squared moduli vanish exactly when every amplitude vanishes. -/
theorem totalProbability_eq_zero_iff (A : Matrix n m ℂ) :
    totalProbability A = 0 ↔ A = 0 := by
  constructor
  · intro h
    unfold totalProbability at h
    ext i j
    have h1 := (Finset.sum_eq_zero_iff_of_nonneg (fun i _ => by positivity)).1 h i
      (Finset.mem_univ i)
    have h2 := (Finset.sum_eq_zero_iff_of_nonneg (fun j _ => by positivity)).1 h1 j
      (Finset.mem_univ j)
    simpa using h2
  · rintro rfl
    simp [totalProbability]
```

A sum of non-negative terms vanishes only if each term does. The proof uses this twice, for the rows and then for the entries within a row, so $P(A) = 0$ exactly when $A = 0$.

```lean
/-- Exchanging the two spin directions conjugates the conductance: `g_21 = conj g_12`. -/
theorem conductance_swap (r1 r2 : Matrix n n ℂ) :
    conductance r2 r1 = conj (conductance r1 r2) := by
  unfold conductance
  rw [starRingEnd_apply, ← Matrix.trace_conjTranspose]
  simp only [Matrix.conjTranspose_sub, Matrix.conjTranspose_one, Matrix.conjTranspose_mul,
    Matrix.conjTranspose_conjTranspose]
```

Since $(1 - r_1 r_2^H)^H = 1 - r_2 r_1^H$ and $\mathrm{Tr}(M^H) = \overline{\mathrm{Tr}\,M}$, we get $g_{21} = \overline{g_{12}}$. Setting $r_1 = r_2$ shows that each $g_{aa}$ is real.

```lean
/-- The two mixing conductances add up to the two spin conductances plus the trace of the product of
`r1 - r2` and its conjugate transpose. -/
theorem conductance_add_swap (r1 r2 : Matrix n n ℂ) :
    conductance r1 r2 + conductance r2 r1 =
      conductance r1 r1 + conductance r2 r2 + trace ((r1 - r2) * (r1 - r2)ᴴ) := by
  simp only [conductance, Matrix.conjTranspose_sub, Matrix.sub_mul, Matrix.mul_sub,
    Matrix.trace_sub]
  ring
```

Expand the product and insert $\mathrm{Tr}(r_a r_b^H) = N - g_{ab}$:

$$\mathrm{Tr}\big((r_1-r_2)(r_1-r_2)^H\big) = (N-g_{11}) + (N-g_{22}) - (N-g_{12}) - (N-g_{21}).$$

The $N$'s cancel, leaving $g_{12} + g_{21} - g_{11} - g_{22}$. In Lean, `simp only` expands the traces and `ring` collects the terms.

```lean
/-- The real part of the spin-mixing conductance is the mean of the two spin conductances plus
`Tr((r1 - r2)(r1 - r2)^H)/2`. It is therefore at least that mean, with equality exactly when
both spin directions have the same reflection matrix. -/
theorem re_mixing_conductance (r1 r2 : Matrix n n ℂ) :
    ((conductance r1 r2).re : ℂ) = (conductance r1 r1 + conductance r2 r2) / 2
        + trace ((r1 - r2) * (r1 - r2)ᴴ) / 2 ∧
      ((conductance r1 r1).re + (conductance r2 r2).re) / 2 ≤ (conductance r1 r2).re ∧
      ((conductance r1 r2).re = ((conductance r1 r1).re + (conductance r2 r2).re) / 2 ↔
        r1 = r2) := by
  have hsum := conductance_add_swap r1 r2
  rw [conductance_swap r1 r2] at hsum
  -- the real part of the sum rule, with the trace written as a sum of squares
  have hre := congrArg Complex.re hsum
  rw [trace_mul_conjTranspose_eq] at hre
  simp only [Complex.add_re, Complex.conj_re, Complex.ofReal_re] at hre
  have hpos : 0 ≤ totalProbability (r1 - r2) := by
    unfold totalProbability
    positivity
  refine ⟨?_, by linarith, ?_, ?_⟩
  · rw [Complex.re_eq_add_conj]
    linear_combination hsum / 2
  · intro h
    exact sub_eq_zero.1 ((totalProbability_eq_zero_iff _).1 (by linarith))
  · rintro rfl
    ring
```

The theorem has three parts, joined by `∧`. The first is the identity

$$\mathrm{Re}\,g_{12} = \frac{g_{11}+g_{22}}{2} + \frac{1}{2}\mathrm{Tr}\big((r_1-r_2)(r_1-r_2)^H\big),$$

stated between complex numbers. It follows by halving the previous sum, because $g_{12} + g_{21} = 2\,\mathrm{Re}\,g_{12}$; `linear_combination hsum / 2` is this halving.

The other two parts compare real numbers. The last term of the identity is $P(r_1-r_2)/2 \ge 0$, which gives the lower bound. Equality forces $P(r_1-r_2) = 0$, hence $r_1 = r_2$; the converse is immediate. The tactic `linarith` does the linear arithmetic.

For a single channel the identity reads $\mathrm{Re}(1 - r_1\overline{r_2}) = 1 - (|r_1|^2+|r_2|^2)/2 + |r_1-r_2|^2/2$.

For two channels, take $r_1 = \mathrm{diag}(3/5, 4/5)$ and $r_2 = \mathrm{diag}(4/5, 3/5)$. Then $g_{11} = g_{22} = 1$ and $g_{12} = 2 - 24/25 = 26/25$. The excess over the mean is $1/25$, which is half of $2 \cdot (1/5)^2$.

```lean
/-- With `N` channels, the real part of the spin-mixing conductance is at most `2N` minus the
mean of the two spin conductances, with equality exactly when `r1 = -r2`. -/
theorem re_mixing_conductance_le (r1 r2 : Matrix n n ℂ) :
    (conductance r1 r2).re ≤
        2 * (Fintype.card n : ℝ) - ((conductance r1 r1).re + (conductance r2 r2).re) / 2 ∧
      ((conductance r1 r2).re =
        2 * (Fintype.card n : ℝ) - ((conductance r1 r1).re + (conductance r2 r2).re) / 2 ↔
        r1 = -r2) := by
  -- reversing the sign of r2 reflects the mixing conductance about N
  have hneg : conductance r1 (-r2) + conductance r1 r2 = ((2 * (Fintype.card n : ℝ) : ℝ) : ℂ) := by
    simp only [conductance, Matrix.conjTranspose_neg, Matrix.mul_neg, Matrix.trace_sub,
      Matrix.trace_neg, Matrix.trace_one]
    push_cast
    ring
  have hre := congrArg Complex.re hneg
  rw [Complex.add_re, Complex.ofReal_re] at hre
  have hself : conductance (-r2) (-r2) = conductance r2 r2 := by
    simp only [conductance, Matrix.conjTranspose_neg, Matrix.mul_neg, Matrix.neg_mul, neg_neg]
  obtain ⟨-, hle, heq⟩ := re_mixing_conductance r1 (-r2)
  rw [hself] at hle heq
  refine ⟨by linarith, ?_⟩
  rw [← heq]
  constructor <;> intro h <;> linarith
```

Reversing the sign of $r_2$ leaves $g_{22}$ unchanged and turns $g_{12}$ into $2N - g_{12}$. The lower bound for the pair $r_1, -r_2$ therefore becomes

$$\mathrm{Re}\,g_{12} \le 2N - \frac{g_{11}+g_{22}}{2},$$

with equality exactly when $r_1 = -r_2$.

```lean
/-- If reflection `r` and transmission `t` into the same lead satisfy the unitarity relation
`r r^H + t t^H = 1`, the spin conductance is the sum of all transmission probabilities. -/
theorem conductance_self_eq_transmission (r : Matrix n n ℂ) (t : Matrix n m ℂ)
    (h : r * rᴴ + t * tᴴ = 1) :
    conductance r r = (totalProbability t : ℂ) := by
  rw [← trace_mul_conjTranspose_eq, conductance, ← h, add_sub_cancel_left]
```

Here `t` holds the amplitudes for transmission into the normal lead from the far side. The hypothesis `h`, $rr^H + tt^H = 1$, is the part of the unitarity relation $SS^H = 1$ that belongs to the lead's outgoing channels. For the full, square scattering matrix $S$ this relation follows from current conservation, $S^HS = 1$. It gives $\mathrm{Tr}(1 - rr^H) = \mathrm{Tr}(tt^H) = P(t)$, the Landauer sum of transmission probabilities.

```lean
/-- A two-channel contact with reflection amplitudes 3/5 and 4/5 and transmission amplitudes
4/5 and 3/5 satisfies the unitarity relation. -/
theorem conductance_self_eq_transmission_witness :
    (!![3 / 5, 0; 0, 4 / 5] : Matrix (Fin 2) (Fin 2) ℂ) * (!![3 / 5, 0; 0, 4 / 5])ᴴ
      + (!![4 / 5, 0; 0, 3 / 5] : Matrix (Fin 2) (Fin 2) ℂ) * (!![4 / 5, 0; 0, 3 / 5])ᴴ = 1 := by
  ext i j
  -- write every entry as an explicit sum before inserting the indices
  simp only [Matrix.add_apply, Matrix.mul_apply, Matrix.conjTranspose_apply, Fin.sum_univ_two]
  fin_cases i <;> fin_cases j <;> simp <;> norm_num
```

The matrix $r_1$ of the numerical example satisfies this relation with $t = \mathrm{diag}(4/5, 3/5)$, since $9/25 + 16/25 = 1$ in each channel. The proof checks all four matrix entries.

```lean
/-- When one spin direction is reflected with amplitude 1 and the other with a phase factor
`exp(iφ)` in each of `N` channels, both spin conductances vanish and the mixing conductance is
`N (1 - exp(-iφ))`. -/
theorem magnetic_insulator (φ : ℝ) :
    conductance (1 : Matrix n n ℂ) 1 = 0 ∧
      conductance (Complex.exp (φ * Complex.I) • (1 : Matrix n n ℂ))
        (Complex.exp (φ * Complex.I) • 1) = 0 ∧
      conductance (1 : Matrix n n ℂ) (Complex.exp (φ * Complex.I) • 1) =
        Fintype.card n * (1 - Complex.exp (-(φ * Complex.I))) := by
  have hs : star (Complex.exp (φ * Complex.I)) = Complex.exp (-(φ * Complex.I)) := by
    rw [← starRingEnd_apply, ← Complex.exp_conj]
    simp
  -- a pure phase has unit modulus
  have h1 : Complex.exp (-(φ * Complex.I)) * Complex.exp (φ * Complex.I) = 1 := by
    rw [← Complex.exp_add, neg_add_cancel, Complex.exp_zero]
  refine ⟨by simp [conductance], ?_, ?_⟩
  · simp only [conductance, Matrix.conjTranspose_smul, Matrix.conjTranspose_one, hs,
      Matrix.smul_mul, Matrix.mul_smul, Matrix.one_mul, Matrix.trace_sub, Matrix.trace_smul,
      Matrix.trace_one, smul_eq_mul]
    linear_combination (-(Fintype.card n : ℂ)) * h1
  · simp only [conductance, Matrix.conjTranspose_smul, Matrix.conjTranspose_one, hs,
      Matrix.one_mul, Matrix.trace_sub, Matrix.trace_smul, Matrix.trace_one, smul_eq_mul]
    ring

end

end SpinMixingConductance
```

Take $r_1 = 1$ and $r_2 = e^{i\varphi}1$, a model of a magnetic insulator with the same relative phase in every channel. Because $e^{i\varphi}e^{-i\varphi} = 1$, both spin conductances vanish, while $g_{12} = N(1 - e^{-i\varphi})$. Its real part $N(1-\cos\varphi)$ reaches the lower bound $0$ at $\varphi = 0$ and the upper bound $2N$ at $\varphi = \pi$.

The bounds hold for any two complex matrices of the same size, so they cannot reveal an error in computed reflection matrices. They can reveal an inconsistency among separately quoted values of $g_{11}$, $g_{22}$, $\mathrm{Re}\,g_{12}$ and $N$, provided that all four refer to the same interface area and the conductances follow the definition above. Values corrected for the Sharvin resistance of the leads do not follow it and can violate the bounds. The model is non-interacting, with finitely many channels and no spin-flip scattering. Mixing of the transmitted amplitudes, which matters for thin magnetic layers, is not included.

```lean
#print axioms SpinMixingConductance.re_mixing_conductance
-- 'SpinMixingConductance.re_mixing_conductance' depends on axioms: [propext, Classical.choice, Quot.sound]
#print axioms SpinMixingConductance.re_mixing_conductance_le
-- 'SpinMixingConductance.re_mixing_conductance_le' depends on axioms: [propext, Classical.choice, Quot.sound]
#print axioms SpinMixingConductance.conductance_self_eq_transmission
-- 'SpinMixingConductance.conductance_self_eq_transmission' depends on axioms: [propext, Classical.choice, Quot.sound]
#print axioms SpinMixingConductance.magnetic_insulator
-- 'SpinMixingConductance.magnetic_insulator' depends on axioms: [propext, Classical.choice, Quot.sound]
```
